# A threefold rotation sends every point of a half-shifted hexagonal k-point grid off the grid

A calculation for a crystal replaces the integral over the Brillouin zone by a sum over a regular grid of wave vectors. If the crystal has a threefold axis, the band energies at a wave vector and at its rotated images are equal, so one representative can stand for several points, with a larger weight. This requires the images to be grid points themselves. On a hexagonal lattice, whether they are depends on where the grid is placed.

## Which shifts the rotation allows

Write a wave vector as $k = a\,b_1 + b\,b_2$, where the reciprocal vectors $b_1, b_2$ have equal length and enclose an angle of 120°. Rotation by 120° takes $b_1$ to $b_2$ and $b_2$ to $-b_1-b_2$. On the coordinates it acts as

$$R(a,b) = (-b,\; a-b).$$

Applying it repeatedly gives $(a,b)\to(-b,a-b)\to(b-a,-a)\to(a,b)$, so $R^3=1$. In units where $|b_1|=1$, the squared length is $a^2-ab+b^2$, and

$$b^2 + b(a-b) + (a-b)^2 = a^2 - ab + b^2,$$

so $R$ preserves length. If $R(a,b)=(a,b)$, then $a=-b$ and $a=2b$, hence $a=b=0$: only the zero vector is fixed.

Take a grid with $N\ge 1$ divisions along each reciprocal vector and a shift $(\sigma,\tau)$ measured in grid steps. Its points are

$$k=\left(\frac{r+\sigma}{N},\frac{s+\tau}{N}\right),\qquad r,s\in\mathbb Z.$$

Multiplying the rotated point by $N$ gives

$$N\,Rk = (-s-\tau,\; r-s+\sigma-\tau).$$

This point is on the grid exactly when there are integers $r',s'$ with

$$-s-\tau = r'+\sigma,\qquad r-s+\sigma-\tau = s'+\tau.$$

The first equation says that $\sigma+\tau$ is an integer, the second that $\sigma-2\tau$ is an integer. The difference of these two numbers is $3\tau$, so the conditions are equivalent to

$$\sigma+\tau\in\mathbb Z,\qquad 3\tau\in\mathbb Z.$$

Neither $k$ nor $N$ appears in them. Either every grid point has its image on the grid, or none has.

The unshifted, Γ-centred grid satisfies both conditions, and so does the shift $(1/3,2/3)$. For the half shift $(1/2,1/2)$ the sum is $1$, but $3\tau=3/2$ is not an integer, so every point leaves the grid. More generally, for a shift $(p/2,q/2)$ with integers $p,q$, the number $3q/2$ is an integer only if $q$ is even, and $(p+q)/2$ then requires $p$ to be even. Such a shift only relabels the Γ-centred grid.

The smallest case, $N=1$, shows the failure directly. The half-shifted grid consists of $(1/2,1/2)$ and its translates by reciprocal lattice vectors. The image $(-1/2,0)$ is a different zone-boundary midpoint.

## The rotation and the grid in Lean

A wave vector is a pair of real numbers, `k.1` and `k.2`, which are the coordinates $a$ and $b$ above. The map `rot` is $R$.

```lean
import Mathlib

namespace HexagonalGrid

noncomputable section

/-- The map `(a, b) ↦ (-b, a - b)` on the fractional coordinates of a wave vector. -/
def rot (k : ℝ × ℝ) : ℝ × ℝ := (-k.2, k.1 - k.2)
```

The next definition fixes the geometry: reciprocal vectors at 120°, with their common length taken as the unit. Many programs use direct lattice vectors at 120°, which puts the reciprocal vectors at 60°; coordinates and shifts must then be converted before these formulas are used. If $c_1,c_2$ enclose 60°, then $c_1$ and $c_2-c_1$ enclose 120°, and a shift $(\sigma,\tau)$ along the former pair is $(\sigma+\tau,\tau)$ along the latter. The half shift $(1/2,1/2)$ becomes $(1,1/2)$, which also fails the criterion.

```lean
/-- Squared length of the wave vector with fractional coordinates `(a, b)` along two
reciprocal vectors of unit length at an angle of 120 degrees. -/
def lengthSq (k : ℝ × ℝ) : ℝ := k.1 ^ 2 - k.1 * k.2 + k.2 ^ 2
```

The set `grid N σ τ` contains the points for all integers $r$ and $s$, not just the $N^2$ points in one cell. The same $N$ is used in both directions.

```lean
/-- The sampling grid of all points `((r + σ)/N, (s + τ)/N)` with integers `r` and `s`,
for `N ≥ 1` divisions and a shift `(σ, τ)` in units of the grid step. -/
def grid (N : ℕ) (σ τ : ℝ) : Set (ℝ × ℝ) :=
  {k | ∃ r s : ℤ, k = (((r : ℝ) + σ) / N, ((s : ℝ) + τ) / N)}
```

## Order three and preserved length

The first theorem states that $R^3=1$ and that $R$ moves every nonzero vector. The second statement is about vectors, not about wave vectors modulo the reciprocal lattice: the zone corner $(1/3,2/3)$ goes to $(-2/3,-1/3)$, which is equivalent to it. The identity is checked coordinate by coordinate with `ring`. For the second part, the two components of $Rk=k$ are read off as linear equations, and `linarith` solves them to give $k=0$.

```lean
/-- Three applications of the map give the identity, while a single application moves
every nonzero wave vector. -/
theorem rot_order_three :
    (∀ k, rot (rot (rot k)) = k) ∧ ∀ k, k ≠ 0 → rot k ≠ k := by
  constructor
  · intro k
    apply Prod.ext
    · simp only [rot]
      ring
    · simp only [rot]
      ring
  · intro k hk h
    have h1 : -k.2 = k.1 := congrArg Prod.fst h
    have h2 : k.1 - k.2 = k.2 := congrArg Prod.snd h
    exact hk (Prod.ext (show k.1 = 0 by linarith) (show k.2 = 0 by linarith))
```

Preservation of length is the polynomial identity computed above.

```lean
/-- The map `rot` preserves the squared length `lengthSq` of every wave vector. -/
theorem lengthSq_rot (k : ℝ × ℝ) : lengthSq (rot k) = lengthSq k := by
  simp only [lengthSq, rot]
  ring
```

## Grid membership as integer equations

For $N\ge1$, membership is equivalent to the equations $Nk_1=r+\sigma$ and $Nk_2=s+\tau$ for some integers $r,s$. One direction clears the denominator with `field_simp`; the other divides by $N$.

```lean
/-- For `N ≥ 1`, a wave vector lies on the grid exactly when its coordinates, measured in
grid steps, are integers plus the shift. -/
theorem mem_grid_iff {N : ℕ} (hN : 1 ≤ N) {σ τ : ℝ} {k : ℝ × ℝ} :
    k ∈ grid N σ τ ↔
      ∃ r s : ℤ, (N : ℝ) * k.1 = r + σ ∧ (N : ℝ) * k.2 = s + τ := by
  have h : (N : ℝ) ≠ 0 := Nat.cast_ne_zero.mpr (by omega)
  constructor
  · rintro ⟨r, s, rfl⟩
    refine ⟨r, s, ?_, ?_⟩
    · show (N : ℝ) * (((r : ℝ) + σ) / N) = r + σ
      field_simp
    · show (N : ℝ) * (((s : ℝ) + τ) / N) = s + τ
      field_simp
  · rintro ⟨r, s, h1, h2⟩
    refine ⟨r, s, Prod.ext ?_ ?_⟩
    · show k.1 = ((r : ℝ) + σ) / N
      rw [eq_div_iff h]
      linear_combination h1
    · show k.2 = ((s : ℝ) + τ) / N
      rw [eq_div_iff h]
      linear_combination h2
```

Adding a reciprocal lattice vector $(m,n)$ changes the labels to $r+Nm$ and $s+Nn$, so the point stays on the grid. Since the vector can also be subtracted, a point lies in `grid N σ τ` exactly when all its translates do. Being outside the set therefore means being inequivalent to every grid point modulo integers.

```lean
/-- For `N ≥ 1`, adding a reciprocal lattice vector to a grid point gives a grid point. -/
theorem grid_periodic {N : ℕ} (hN : 1 ≤ N) {σ τ : ℝ} {k : ℝ × ℝ}
    (hk : k ∈ grid N σ τ) (m n : ℤ) : k + ((m : ℝ), (n : ℝ)) ∈ grid N σ τ := by
  rw [mem_grid_iff hN] at hk ⊢
  obtain ⟨r, s, h1, h2⟩ := hk
  refine ⟨r + N * m, s + N * n, ?_, ?_⟩
  · simp only [Prod.fst_add]
    push_cast
    linear_combination h1
  · simp only [Prod.snd_add]
    push_cast
    linear_combination h2
```

## The criterion for the shift

The central theorem starts from a point $k$ on the grid and states that $Rk$ is on the grid if and only if $\sigma+\tau$ and $3\tau$ are integers. In the forward direction, the labels $r,s$ of $k$ and $r',s'$ of $Rk$ supply the integers explicitly:

$$\sigma+\tau=-s-r',\qquad 3\tau=r-2s-r'-s'.$$

In the backward direction, $\sigma+\tau=m$ and $3\tau=n$ are given, and the image has labels $-s-m$ and $r-s+m-n$. Each `linear_combination` line names the combination of known equations that yields the required one.

```lean
/-- For `N ≥ 1`, the rotated image of a grid point lies on the same grid exactly when the
shift `(σ, τ)` has `σ + τ` and `3τ` integer. -/
theorem rot_mem_grid_iff {N : ℕ} (hN : 1 ≤ N) {σ τ : ℝ} {k : ℝ × ℝ}
    (hk : k ∈ grid N σ τ) :
    rot k ∈ grid N σ τ ↔ (∃ m : ℤ, σ + τ = m) ∧ ∃ n : ℤ, 3 * τ = n := by
  rw [mem_grid_iff hN] at hk ⊢
  obtain ⟨r, s, h1, h2⟩ := hk
  simp only [rot]
  constructor
  · -- compare the integer labels of the point and of its image
    rintro ⟨r', s', h1', h2'⟩
    refine ⟨⟨-s - r', ?_⟩, ⟨r - 2 * s - r' - s', ?_⟩⟩
    · push_cast
      linear_combination (-1 : ℝ) * h1' - h2
    · push_cast
      linear_combination h1 - h2' - h1' - 2 * h2
  · -- the labels of the image can be written down
    rintro ⟨⟨m, hm⟩, ⟨n, hn⟩⟩
    refine ⟨-s - m, r - s + m - n, ?_, ?_⟩
    · push_cast
      linear_combination (-1 : ℝ) * h2 - hm
    · push_cast
      linear_combination h1 - h2 + hm - hn
```

When the criterion holds, $R$ maps the grid into itself. The next theorem adds the converse: if $Rk$ is on the grid, so is $k$. Two further rotations keep the point on the grid, and $R^3=1$ identifies the result with $k$.

```lean
/-- If `N ≥ 1` and the shift has `σ + τ` and `3τ` integer, a wave vector lies on the grid
exactly when its rotated image does. -/
theorem grid_invariant {N : ℕ} (hN : 1 ≤ N) {σ τ : ℝ} {m n : ℤ}
    (hm : σ + τ = m) (hn : 3 * τ = n) (k : ℝ × ℝ) :
    rot k ∈ grid N σ τ ↔ k ∈ grid N σ τ := by
  have key : ∀ q ∈ grid N σ τ, rot q ∈ grid N σ τ := fun q hq =>
    (rot_mem_grid_iff hN hq).2 ⟨⟨m, hm⟩, ⟨n, hn⟩⟩
  refine ⟨fun h => ?_, key k⟩
  -- two further rotations lead back to the starting point
  have h3 := key _ (key _ h)
  rwa [rot_order_three.1 k] at h3
```

The Γ-centred grid has $m=n=0$, and the shift $(1/3,2/3)$ has $m=1$, $n=2$.

```lean
/-- For `N ≥ 1`, the rotation preserves the unshifted grid `(r/N, s/N)` and also the grid
shifted by `(1/3, 2/3)` of a step. -/
theorem gamma_and_third_shift_invariant {N : ℕ} (hN : 1 ≤ N) (k : ℝ × ℝ) :
    (rot k ∈ grid N 0 0 ↔ k ∈ grid N 0 0) ∧
      (rot k ∈ grid N (1 / 3) (2 / 3) ↔ k ∈ grid N (1 / 3) (2 / 3)) :=
  ⟨grid_invariant hN (m := 0) (n := 0) (by norm_num) (by norm_num) k,
    grid_invariant hN (m := 1) (n := 2) (by norm_num) (by norm_num) k⟩
```

## Half-step shifts

For the half-shifted grid, the assumption that some image lies on the grid yields an integer $n$ with $3/2=n$. The proof rewrites this as $3=2n$, transfers the equation from the reals to the integers with `exact_mod_cast`, and lets `omega` find the contradiction in parity.

```lean
/-- For every `N ≥ 1`, the rotation sends each point of the half-shifted grid
`((r + 1/2)/N, (s + 1/2)/N)` outside that grid. -/
theorem half_shifted_grid_broken {N : ℕ} (hN : 1 ≤ N) {k : ℝ × ℝ}
    (hk : k ∈ grid N (1 / 2) (1 / 2)) : rot k ∉ grid N (1 / 2) (1 / 2) := by
  intro h
  obtain ⟨_, n, hn⟩ := (rot_mem_grid_iff hN hk).1 h
  -- three halves would be an integer
  have h2 : (3 : ℝ) = 2 * n := by linarith
  have h3 : (3 : ℤ) = 2 * n := by exact_mod_cast h2
  omega
```

The last theorem treats all shifts $(p/2,q/2)$. The criterion becomes $p+q=2m$ and $3q=2n$, from which $q=2(n-q)$ and $p=2(m-n+q)$. These are the witnesses for evenness in the proof. The converse substitutes even values of $p$ and $q$.

```lean
/-- For `N ≥ 1` and a shift by `p` and `q` half steps, the rotated image of a grid point
lies on the grid exactly when `p` and `q` are both even. -/
theorem half_step_shifts {N : ℕ} (hN : 1 ≤ N) {p q : ℤ} {k : ℝ × ℝ}
    (hk : k ∈ grid N ((p : ℝ) / 2) ((q : ℝ) / 2)) :
    rot k ∈ grid N ((p : ℝ) / 2) ((q : ℝ) / 2) ↔ Even p ∧ Even q := by
  rw [rot_mem_grid_iff hN hk]
  constructor
  · rintro ⟨⟨m, hm⟩, ⟨n, hn⟩⟩
    have h1 : (p : ℝ) + q = 2 * m := by linarith
    have h2 : 3 * (q : ℝ) = 2 * n := by linarith
    have h1' : p + q = 2 * m := by exact_mod_cast h1
    have h2' : 3 * q = 2 * n := by exact_mod_cast h2
    exact ⟨⟨m - n + q, by omega⟩, ⟨n - q, by omega⟩⟩
  · rintro ⟨⟨a, rfl⟩, ⟨b, rfl⟩⟩
    refine ⟨⟨a + b, ?_⟩, ⟨3 * b, ?_⟩⟩
    · push_cast
      ring
    · push_cast
      ring

end

end HexagonalGrid
```

```lean
#print axioms HexagonalGrid.grid_periodic
-- 'HexagonalGrid.grid_periodic' depends on axioms: [propext, Classical.choice, Quot.sound]
#print axioms HexagonalGrid.gamma_and_third_shift_invariant
-- 'HexagonalGrid.gamma_and_third_shift_invariant' depends on axioms: [propext, Classical.choice, Quot.sound]
#print axioms HexagonalGrid.half_shifted_grid_broken
-- 'HexagonalGrid.half_shifted_grid_broken' depends on axioms: [propext, Classical.choice, Quot.sound]
#print axioms HexagonalGrid.half_step_shifts
-- 'HexagonalGrid.half_step_shifts' depends on axioms: [propext, Classical.choice, Quot.sound]
```

## Weights in a band-structure calculation

The theorems concern the geometry of the grid. That the energies at $k$ and $Rk$ agree is a separate fact about the crystal's Hamiltonian; a threefold axis guarantees it, but it is not proved here. In a three-dimensional hexagonal crystal, a rotation about the $c$ axis leaves the third coordinate of $k$ alone, so the in-plane coordinates decide whether the image is on the grid.

In an electronic-structure calculation with equal in-plane divisions, the threefold rotation can shorten the list of wave vectors only if the shift meets the criterion. Take $N=2$. Modulo integers, the Γ-centred grid consists of $(0,0)$, $(1/2,0)$, $(0,1/2)$ and $(1/2,1/2)$. The rotation permutes the last three cyclically, so two representatives suffice, with weights $1/4$ and $3/4$.

The half-shifted grid consists of the four points $(\pm1/4,\pm1/4)$. The rotation takes $(1/4,1/4)$ to $(-1/4,0)$ and then to $(0,-1/4)$. All three have the same energies, but only the first is sampled, so the rotation merges no points. Time reversal, where present, still pairs $k$ with $-k$ and leaves two representatives of weight $1/2$ each. A charge density summed over these points will in general lack the threefold symmetry of the crystal unless it is symmetrised afterwards.

Such a grid can arise without an explicit request for a shift: the Monkhorst–Pack formula $(2r-N-1)/(2N)$ with $r=1,\dots,N$, applied to each in-plane coordinate, places the points at half steps whenever $N$ is even.
